# The two-hole metric of a normalised fermionic state in terms of its one-body and pair densities

Q: In an internally contracted multireference calculation, I move two electrons from core orbitals into active ones by acting on the whole reference state. The resulting functions overlap, so I build their overlap matrix and remove its null directions before solving for amplitudes. The active part of that matrix is \(\langle a_u a_t a_v^\dagger a_w^\dagger\rangle\), which I assemble from density matrices. What does the formal version assume about the operators?

A: It assumes a complex inner product space `H`, orbital labels in a type `ι`, and two families of linear maps: annihilators `a p`, written \(a_p\), and creators `c p`, written \(a_p^\dagger\). The labels stand for orthonormal spin orbitals, because the contractions are Kronecker deltas \(\delta_{pq}\).

```lean
import Mathlib

open ComplexConjugate

namespace TwoHoleMetric

noncomputable section

variable {ι H : Type*} [DecidableEq ι] [NormedAddCommGroup H] [InnerProductSpace ℂ H]

/-- The Kronecker delta of two orbital labels. -/
def delta (p q : ι) : ℂ := if p = q then 1 else 0

/-- Annihilators `a` and creators `c` are mutually adjoint and obey the canonical
anticommutation relations. -/
structure IsCAR (a c : ι → H →ₗ[ℂ] H) : Prop where
  adj : ∀ p x y, inner ℂ (c p x) y = inner ℂ x (a p y)
  mixed : ∀ p q x, a p (c q x) + c q (a p x) = delta p q • x
  anti : ∀ p q x, a p (a q x) + a q (a p x) = 0
```

Q: I see mutual adjointness, \(a_p a_q^\dagger + a_q^\dagger a_p = \delta_{pq}\), and anticommuting annihilators. Where is the rule for two creators?

A: It follows from the other conditions, as shown below. Neither `H` nor `ι` has to be finite-dimensional or finite at this stage. The labels may also cover only the active orbitals of a larger Fock space, since a subset of the operators obeys the same relations.

Q: Index order is where such formulas go wrong. Which conventions are fixed?

A: For a state \(\psi\), with the inner product linear in its second argument, they are
\[
\gamma_{pq}=\langle\psi|a_p^\dagger a_q|\psi\rangle,\qquad
\Gamma_{pqrs}=\langle\psi|a_p^\dagger a_q^\dagger a_r a_s|\psi\rangle,\qquad
S_{tu,vw}=\langle\psi|a_u a_t a_v^\dagger a_w^\dagger|\psi\rangle .
\]
These are `gamma`, `pairDensity` and `twoHole`. If a program stores \(\langle\psi|a_p^\dagger a_q^\dagger a_s a_r|\psi\rangle\) under the indices \(pqrs\), that entry is \(\Gamma_{pqsr}\), which equals \(-\Gamma_{pqrs}\). Spin-summed densities need a further spin summation, which is not treated here.

```lean
/-- The one-body density matrix `⟨a_p⁺ a_q⟩`. -/
def gamma (a c : ι → H →ₗ[ℂ] H) (ψ : H) (p q : ι) : ℂ := inner ℂ ψ (c p (a q ψ))

/-- The pair density `⟨a_p⁺ a_q⁺ a_r a_s⟩`. -/
def pairDensity (a c : ι → H →ₗ[ℂ] H) (ψ : H) (p q r s : ι) : ℂ :=
  inner ℂ ψ (c p (c q (a r (a s ψ))))

/-- The two-hole metric `⟨a_u a_t a_v⁺ a_w⁺⟩`. -/
def twoHole (a c : ι → H →ₗ[ℂ] H) (ψ : H) (t u v w : ι) : ℂ :=
  inner ℂ ψ (a u (a t (c v (c w ψ))))
```

Q: Derive the formula by hand, then.

A: Each time an annihilator passes a creator, use \(a_p a_q^\dagger=\delta_{pq}-a_q^\dagger a_p\). Moving \(a_t\) to the right gives
\[
a_t a_v^\dagger a_w^\dagger=\delta_{tv}a_w^\dagger-\delta_{tw}a_v^\dagger+a_v^\dagger a_w^\dagger a_t .
\]
Now put \(a_u\) in front and move it to the right in each term:
\[
\begin{aligned}
\delta_{tv}\,a_u a_w^\dagger&=\delta_{tv}\delta_{uw}-\delta_{tv}a_w^\dagger a_u,\\
-\delta_{tw}\,a_u a_v^\dagger&=-\delta_{tw}\delta_{uv}+\delta_{tw}a_v^\dagger a_u,\\
a_u a_v^\dagger a_w^\dagger a_t&=\delta_{uv}a_w^\dagger a_t-\delta_{uw}a_v^\dagger a_t+a_v^\dagger a_w^\dagger a_u a_t .
\end{aligned}
\]
Add the three lines and take the expectation value with \(\langle\psi|\psi\rangle=1\):
\[
\begin{aligned}
S_{tu,vw}={}&\delta_{tv}\delta_{uw}-\delta_{uv}\delta_{tw}-\delta_{tv}\gamma_{wu}-\delta_{uw}\gamma_{vt}\\
&+\delta_{uv}\gamma_{wt}+\delta_{tw}\gamma_{vu}+\Gamma_{vwut}.
\end{aligned}
\]

Q: Does the Lean proof follow that route?

A: Yes. `IsCAR.swap` is the exchange rule applied to a vector. `IsCAR.create_anti` supplies the missing creator relation: it takes the inner product with an arbitrary vector, moves both creators across as annihilators, and uses their anticommutation.

```lean
variable {a c : ι → H →ₗ[ℂ] H}

/-- Moving an annihilator to the right of a creator costs a sign and a contraction. -/
theorem IsCAR.swap (h : IsCAR a c) (p q : ι) (x : H) :
    a p (c q x) = delta p q • x - c q (a p x) :=
  eq_sub_of_add_eq (h.mixed p q x)

/-- Two creators anticommute. -/
theorem IsCAR.create_anti (h : IsCAR a c) (p q : ι) (x : H) :
    c p (c q x) = -(c q (c p x)) := by
  apply ext_inner_right ℂ
  intro y
  have e : a q (a p y) = -(a p (a q y)) := eq_neg_of_add_eq_zero_left (h.anti q p y)
  simp only [inner_neg_left, h.adj]
  rw [e, inner_neg_right]
```

In `normal_order`, `simp` applies the exchange rule until no annihilator stands to the left of a creator, and `module` collects the terms. The result is an identity on every vector, before any expectation value is taken.

```lean
/-- Normal ordering of two annihilators followed by two creators, on any vector. -/
theorem normal_order (h : IsCAR a c) (t u v w : ι) (x : H) :
    a u (a t (c v (c w x))) =
      (delta t v * delta u w - delta u v * delta t w) • x
        - delta t v • c w (a u x) - delta u w • c v (a t x)
        + delta u v • c w (a t x) + delta t w • c v (a u x)
        + c v (c w (a u (a t x))) := by
  simp only [h.swap, map_sub, map_smul]
  module
```

The main theorem, `twoHole_eq`, then expands the inner product linearly and replaces \(\langle\psi|\psi\rangle\) by 1.

```lean
/-- The two-hole metric of a unit state in terms of its one-body density matrix and
pair density. -/
theorem twoHole_eq (h : IsCAR a c) {ψ : H} (hψ : ‖ψ‖ = 1) (t u v w : ι) :
    twoHole a c ψ t u v w =
      delta t v * delta u w - delta u v * delta t w
        - delta t v * gamma a c ψ w u - delta u w * gamma a c ψ v t
        + delta u v * gamma a c ψ w t + delta t w * gamma a c ψ v u
        + pairDensity a c ψ v w u t := by
  have hn : inner ℂ ψ ψ = (1 : ℂ) := by
    rw [inner_self_eq_norm_sq_to_K, hψ]; simp
  unfold twoHole gamma pairDensity
  rw [normal_order h]
  simp only [inner_add_right, inner_sub_right, inner_smul_right, hn]
  ring
```

Q: What if my reference vector is not normalised?

A: The formula can then fail. Take two orbitals \(t\neq u\) and let \(\psi\) be twice the vacuum. With \(v=t\) and \(w=u\), the left side is \(\|a_t^\dagger a_u^\dagger\psi\|^2=4\). On the right all densities vanish and the deltas give 1. The densities scale with \(\|\psi\|^2\), but the bare deltas do not.

Q: Why call this a metric, and what do its null directions mean?

A: For finitely many orbitals and amplitudes \(x_{tu}\),
\[
\sum_{tu,vw}\overline{x_{tu}}\,x_{vw}\,S_{tu,vw}
=\Big\|\sum_{tu}x_{tu}\,a_t^\dagger a_u^\dagger\psi\Big\|^2 .
\]
To see this, expand the norm and move the two left-hand creators across the inner product; they become \(a_u a_t\) acting on the right-hand state. The proof does exactly this, term by term. The form is therefore never negative, and it vanishes precisely when the attached state is zero. The sums run over all ordered pairs, so symmetric amplitudes \(x_{tu}=x_{ut}\) always give zero. This statement needs no normalisation.

```lean
/-- The quadratic form of the two-hole metric is the squared norm of the state obtained by
attaching two electrons with amplitudes `x`. -/
theorem twoHole_quadratic_form [Fintype ι] (h : IsCAR a c) (ψ : H) (x : ι × ι → ℂ) :
    ∑ p, ∑ q, conj (x p) * x q * twoHole a c ψ p.1 p.2 q.1 q.2 =
      (‖∑ p, x p • c p.1 (c p.2 ψ)‖ : ℂ) ^ 2 := by
  have hs : ∀ y : H, inner ℂ y y = (‖y‖ : ℂ) ^ 2 := by
    intro y
    exact inner_self_eq_norm_sq_to_K (𝕜 := ℂ) y
  refine Eq.trans ?_ (hs _)
  rw [sum_inner]
  refine Finset.sum_congr rfl fun p _ => ?_
  rw [inner_sum]
  refine Finset.sum_congr rfl fun q _ => ?_
  rw [inner_smul_left, inner_smul_right, h.adj, h.adj, twoHole]
  ring
```

Q: So far no core electron has moved. My functions are \(a_t^\dagger a_u^\dagger a_j a_i\psi\).

A: The next theorem treats those. The condition `c i ψ = 0` says that orbital \(i\) is filled throughout the reference, since no further electron can be put there; the same holds for \(j\). Both must differ from \(t\) and \(u\). The overlap with \(a_v^\dagger a_w^\dagger a_l a_k\psi\) is
\[
\langle\psi|a_i^\dagger a_j^\dagger a_u a_t a_v^\dagger a_w^\dagger a_l a_k|\psi\rangle .
\]
Each core creator passes four operators, collecting four minus signs and no contraction. What remains at the right is
\[
\begin{aligned}
a_i^\dagger a_j^\dagger a_l a_k\psi
&=a_i^\dagger\big(\delta_{lj}a_k-\delta_{kj}a_l\big)\psi\\
&=(\delta_{ki}\delta_{lj}-\delta_{li}\delta_{kj})\psi,
\end{aligned}
\]
because \(a_i^\dagger\psi=a_j^\dagger\psi=0\). The overlap is this core factor times \(S_{tu,vw}\). In the code, `pass` carries out the passage and `key` the contraction.

```lean
/-- If orbitals `i` and `j` are filled in `ψ` and differ from `t` and `u`, the overlap of two
doubly excited states is an antisymmetrised delta of the emptied orbitals times the
two-hole metric. -/
theorem core_excitation_overlap (h : IsCAR a c) {ψ : H} {i j t u : ι}
    (hi : c i ψ = 0) (hj : c j ψ = 0) (hit : i ≠ t) (hiu : i ≠ u) (hjt : j ≠ t) (hju : j ≠ u)
    (k l v w : ι) :
    inner ℂ (c t (c u (a j (a i ψ)))) (c v (c w (a l (a k ψ)))) =
      (delta k i * delta l j - delta l i * delta k j) * twoHole a c ψ t u v w := by
  have adj' : ∀ p x y, inner ℂ (a p x) y = inner ℂ x (c p y) := by
    intro p x y
    rw [← inner_conj_symm, ← h.adj, inner_conj_symm]
  have ca : ∀ p q x, c q (a p x) = delta p q • x - a p (c q x) := fun p q x =>
    eq_sub_of_add_eq' (h.mixed p q x)
  have ca' : ∀ p q, q ≠ p → ∀ x, c q (a p x) = -(a p (c q x)) := by
    intro p q hpq x
    rw [ca p q x]
    simp [delta, hpq.symm]
  -- a core creator passes four active operators without a net sign
  have pass : ∀ m, m ≠ t → m ≠ u → ∀ x,
      c m (a u (a t (c v (c w x)))) = a u (a t (c v (c w (c m x)))) := by
    intro m h1 h2 x
    rw [ca' u m h2, ca' t m h1, h.create_anti m v, h.create_anti m w]
    simp only [map_neg, neg_neg]
  -- the core operators contract completely on the filled orbitals
  have key : c i (c j (a l (a k ψ))) =
      (delta k i * delta l j - delta l i * delta k j) • ψ := by
    simp only [ca, map_sub, map_smul, hi, hj, map_zero, sub_zero]
    module
  rw [h.adj, h.adj, adj', adj', pass j hjt hju, pass i hit hiu, key]
  simp only [map_smul, inner_smul_right, twoHole]
```

Thus, for orthonormal spin orbitals and a normalised reference with a filled core, this block of the contracted overlap requires no density beyond the pair density.

Q: Is there a quick number against which I can check an assembled matrix?

A: Its trace. Let there be \(M\) spin orbitals and let \(\psi\) be a unit state with \(\sum_p a_p^\dagger a_p\psi=N\psi\). The operator \(\sum_t a_t a_t^\dagger\) counts holes. It gives \(M-N-1\) on \(a_u^\dagger\psi\), which has one electron more, and \(M-N\) on \(\psi\). Hence
\[
\begin{aligned}
\sum_{ut}S_{tu,tu}&=(M-N-1)\sum_u\langle\psi|a_u a_u^\dagger|\psi\rangle\\
&=(M-N)(M-N-1).
\end{aligned}
\]
In the proof, `hc` and `h0` are these two counts. If the labels run over active spin orbitals only, \(M\) counts those spin orbitals, which is twice the number of active spatial orbitals, and \(N\) counts the active electrons.

```lean
/-- For a unit state of `N` electrons in `M` orbitals the trace of the two-hole metric is
`(M - N) (M - N - 1)`. -/
theorem twoHole_trace [Fintype ι] (h : IsCAR a c) {ψ : H} (hψ : ‖ψ‖ = 1) (N : ℕ)
    (hN : ∑ p, c p (a p ψ) = (N : ℂ) • ψ) :
    ∑ u, ∑ t, twoHole a c ψ t u t u =
      ((Fintype.card ι : ℂ) - N) * ((Fintype.card ι : ℂ) - N - 1) := by
  have hn : inner ℂ ψ ψ = (1 : ℂ) := by
    rw [inner_self_eq_norm_sq_to_K, hψ]; simp
  have d1 : ∀ t : ι, delta t t = 1 := fun t => if_pos rfl
  -- counting holes in `ψ`
  have h0 : ∑ u, a u (c u ψ) = ((Fintype.card ι : ℂ) - N) • ψ := by
    simp only [h.swap, d1, one_smul]
    rw [Finset.sum_sub_distrib, hN, Finset.sum_const, Finset.card_univ,
      ← Nat.cast_smul_eq_nsmul ℂ]
    module
  -- counting holes after one electron has been attached
  have hc : ∀ u, ∑ t, a t (c t (c u ψ)) = ((Fintype.card ι : ℂ) - N - 1) • c u ψ := by
    intro u
    have h1 : ∀ t, a t (c t (c u ψ)) =
        c u ψ - delta t u • c t ψ - c u (c t (a t ψ)) := by
      intro t
      rw [h.swap t t, h.swap t u, map_sub, map_smul, h.create_anti t u, d1]
      module
    have h2 : ∑ t, delta t u • c t ψ = c u ψ := by simp [delta, ite_smul]
    have h4 : ∑ t, c u (c t (a t ψ)) = (N : ℂ) • c u ψ := by
      rw [← map_sum, hN, map_smul]
    rw [Finset.sum_congr rfl (fun t _ => h1 t), Finset.sum_sub_distrib,
      Finset.sum_sub_distrib, h2, h4, Finset.sum_const,
      Finset.card_univ, ← Nat.cast_smul_eq_nsmul ℂ]
    module
  have h3 : ∀ u, ∑ t, twoHole a c ψ t u t u =
      ((Fintype.card ι : ℂ) - N - 1) * inner ℂ ψ (a u (c u ψ)) := by
    intro u
    unfold twoHole
    rw [← inner_sum, ← map_sum, hc, map_smul, inner_smul_right]
  rw [Finset.sum_congr rfl (fun u _ => h3 u), ← Finset.mul_sum, ← inner_sum, h0,
    inner_smul_right, hn]
  ring
```

Q: The operators are still abstract. Is there a concrete Fock space that meets all these conditions?

A: Yes, one with four orbitals. Its 16 occupation strings are the binary numbers from 0 to 15. `toggle` flips one occupation, and `amp` gives the Jordan–Wigner sign, a factor \(-1\) for each occupied orbital of lower index. String 3 has orbitals 0 and 1 filled and orbitals 2 and 3 empty.

```lean
/-- Toggle the occupation of orbital `p` in a four-orbital occupation string. -/
def toggle (p : Fin 4) (n : Fin 16) : Fin 16 := n ^^^ (![1, 2, 4, 8] p)

/-- The Jordan–Wigner sign of orbital `p` in string `n`, or zero if `p` is occupied. -/
def amp (p : Fin 4) (n : Fin 16) : ℤ :=
  if n.val.testBit p.val then 0
  else ∏ k : Fin 4, if k < p ∧ n.val.testBit k.val then -1 else 1

/-- The annihilators of the four-orbital Fock space. -/
def annih (p : Fin 4) : EuclideanSpace ℂ (Fin 16) →ₗ[ℂ] EuclideanSpace ℂ (Fin 16) where
  toFun x := WithLp.toLp 2 fun n => (amp p n : ℂ) * x (toggle p n)
  map_add' x y := by ext n; simp [mul_add]
  map_smul' z x := by ext n; simp [mul_left_comm]

/-- The creators of the four-orbital Fock space. -/
def create (p : Fin 4) : EuclideanSpace ℂ (Fin 16) →ₗ[ℂ] EuclideanSpace ℂ (Fin 16) where
  toFun x := WithLp.toLp 2 fun n => (amp p (toggle p n) : ℂ) * x (toggle p n)
  map_add' x y := by ext n; simp [mul_add]
  map_smul' z x := by ext n; simp [mul_left_comm]

/-- The determinant with orbitals 0 and 1 filled and orbitals 2 and 3 empty. -/
def coreDet : EuclideanSpace ℂ (Fin 16) := WithLp.toLp 2 fun n => if n = 3 then 1 else 0
```

The theorem `fock_witness` confirms the operator relations, the unit norm, the two filled orbitals and the electron number 2. Adjointness comes from relabelling the sum over strings by `toggle`. For the anticommutators, `decide +kernel` checks the finite sign tables, and `linear_combination` multiplies the sign identities by the vector's components.

```lean
/-- The four-orbital Fock operators obey the anticommutation relations, and `coreDet` is a
two-electron unit state in which orbitals 0 and 1 are filled. -/
theorem fock_witness : IsCAR annih create ∧ ‖coreDet‖ = 1 ∧
    create 0 coreDet = 0 ∧ create 1 coreDet = 0 ∧
    ∑ p, create p (annih p coreDet) = ((2 : ℕ) : ℂ) • coreDet := by
  have tt : ∀ p n, toggle p (toggle p n) = n := by decide +kernel
  have tc : ∀ p q n, toggle p (toggle q n) = toggle q (toggle p n) := by decide +kernel
  refine ⟨⟨?_, ?_, ?_⟩, ?_, ?_, ?_, ?_⟩
  · intro p x y
    rw [PiLp.inner_apply, PiLp.inner_apply]
    refine Fintype.sum_equiv (Function.Involutive.toPerm (toggle p) (tt p)) _ _ fun n => ?_
    change inner ℂ ((amp p (toggle p n) : ℂ) * x (toggle p n)) (y n) =
      inner ℂ (x (toggle p n)) ((amp p (toggle p n) : ℂ) * y (toggle p (toggle p n)))
    rw [tt, RCLike.inner_apply, RCLike.inner_apply, map_mul, map_intCast]
    ring
  · intro p q x
    ext n
    change (amp p n : ℂ) * ((amp q (toggle q (toggle p n)) : ℂ) * x (toggle q (toggle p n)))
      + (amp q (toggle q n) : ℂ) * ((amp p (toggle q n) : ℂ) * x (toggle p (toggle q n)))
      = delta p q * x n
    obtain rfl | hpq := eq_or_ne p q
    · have e : ∀ p n, amp p n * amp p n + amp p (toggle p n) * amp p (toggle p n) = 1 := by
        decide +kernel
      have e' := congrArg (Int.cast : ℤ → ℂ) (e p n)
      push_cast at e'
      rw [tt, show delta p p = 1 from if_pos rfl]
      linear_combination x n * e'
    · have e : ∀ p q n, p ≠ q → amp p n * amp q (toggle q (toggle p n))
          + amp q (toggle q n) * amp p (toggle q n) = 0 := by decide +kernel
      have e' := congrArg (Int.cast : ℤ → ℂ) (e p q n hpq)
      push_cast at e'
      rw [tc p q n, show delta p q = 0 from if_neg hpq]
      linear_combination x (toggle q (toggle p n)) * e'
  · intro p q x
    ext n
    change (amp p n : ℂ) * ((amp q (toggle p n) : ℂ) * x (toggle q (toggle p n)))
      + (amp q n : ℂ) * ((amp p (toggle q n) : ℂ) * x (toggle p (toggle q n))) = 0
    have e : ∀ p q n, amp p n * amp q (toggle p n) + amp q n * amp p (toggle q n) = 0 := by
      decide +kernel
    have e' := congrArg (Int.cast : ℤ → ℂ) (e p q n)
    push_cast at e'
    rw [tc p q n]
    linear_combination x (toggle q (toggle p n)) * e'
  · rw [EuclideanSpace.norm_eq]
    simp [coreDet, apply_ite norm, ite_pow]
  · ext n
    change (amp 0 (toggle 0 n) : ℂ) * (if toggle 0 n = 3 then 1 else 0) = 0
    split_ifs with e
    · rw [e, show amp 0 3 = 0 by decide +kernel]; simp
    · simp
  · ext n
    change (amp 1 (toggle 1 n) : ℂ) * (if toggle 1 n = 3 then 1 else 0) = 0
    split_ifs with e
    · rw [e, show amp 1 3 = 0 by decide +kernel]; simp
    · simp
  · have e : ∀ p n, create p (annih p coreDet) n =
        (amp p (toggle p n) : ℂ) ^ 2 * (if n = 3 then 1 else 0) := by
      intro p n
      change (amp p (toggle p n) : ℂ) * ((amp p (toggle p n) : ℂ) *
        (if toggle p (toggle p n) = 3 then 1 else 0)) = _
      rw [tt]
      ring
    rw [Fin.sum_univ_four]
    ext n
    change create 0 (annih 0 coreDet) n + create 1 (annih 1 coreDet) n
      + create 2 (annih 2 coreDet) n + create 3 (annih 3 coreDet) n
      = ((2 : ℕ) : ℂ) * (if n = 3 then 1 else 0)
    rw [e, e, e, e]
    by_cases hn : n = 3
    · subst hn
      have s : amp 0 (toggle 0 3) ^ 2 + amp 1 (toggle 1 3) ^ 2 + amp 2 (toggle 2 3) ^ 2
          + amp 3 (toggle 3 3) ^ 2 = 2 := by decide +kernel
      have s' := congrArg (Int.cast : ℤ → ℂ) s
      push_cast at s' ⊢
      linear_combination s'
    · simp [hn]

end

end TwoHoleMetric
```

Q: And the trace for that determinant?

A: It is \((4-2)(4-2-1)=2\). The ordered pairs \((2,3)\) and \((3,2)\) contribute 1 each, and every other pair contributes zero.

```lean
#print axioms TwoHoleMetric.twoHole_eq
#print axioms TwoHoleMetric.twoHole_quadratic_form
#print axioms TwoHoleMetric.core_excitation_overlap
#print axioms TwoHoleMetric.twoHole_trace
```

```
'TwoHoleMetric.twoHole_eq' depends on axioms: [propext, Classical.choice, Quot.sound]
'TwoHoleMetric.twoHole_quadratic_form' depends on axioms: [propext, Classical.choice, Quot.sound]
'TwoHoleMetric.core_excitation_overlap' depends on axioms: [propext, Classical.choice, Quot.sound]
'TwoHoleMetric.twoHole_trace' depends on axioms: [propext, Classical.choice, Quot.sound]
```
